# Distinguishable, non-interacting subsystems with finitely many states: the partition function factorises, mean energy and entropy add

A finite system has a finite set $\alpha$ of states, and state $a$ has real energy $E(a)$. A degenerate level contributes one term per state. The real parameter $b$ stands for $1/(k_BT)$, with units chosen so that $bE$ is a pure number; it may be zero or negative.

```lean
import Mathlib

open Finset

namespace IndependentSubsystems

noncomputable section

variable {α : Type*} [Fintype α]
```

The partition function is $Z=\sum_a e^{-bE(a)}$.

```lean
/-- The partition function `Z = ∑ exp (-b E)`, summed over the states of a finite system. -/
def partitionFn (b : ℝ) (E : α → ℝ) : ℝ := ∑ a, Real.exp (-b * E a)
```

The Gibbs weight of state $a$ is $p(a)=e^{-bE(a)}/Z$.

```lean
/-- The Gibbs weight `exp (-b E) / Z` of a state of a finite system. -/
def gibbsWeight (b : ℝ) (E : α → ℝ) (a : α) : ℝ :=
  Real.exp (-b * E a) / partitionFn b E
```

An observable $f$ assigns a real number to each state, and its thermal average is $\langle f\rangle=\sum_a p(a)f(a)$. In quantum terms the states form an orthonormal basis of energy eigenstates and $f$ is diagonal in it; observables with off-diagonal elements are not treated.

```lean
/-- The thermal average of an observable `f` that takes a definite value in each state. -/
def gibbsMean (b : ℝ) (E f : α → ℝ) : ℝ := ∑ a, gibbsWeight b E a * f a
```

The mean energy is $U=\langle E\rangle$.

```lean
/-- The mean energy, which is the thermal average of the energy itself. -/
def meanEnergy (b : ℝ) (E : α → ℝ) : ℝ := gibbsMean b E E
```

The entropy is $S=-\sum_a p(a)\log p(a)$, in units of $k_B$.

```lean
/-- The Gibbs entropy `-∑ p log p`, in units of Boltzmann's constant. -/
def entropy (b : ℝ) (E : α → ℝ) : ℝ :=
  -∑ a, gibbsWeight b E a * Real.log (gibbsWeight b E a)
```

## (a) The sign of the partition function

Show that a system with at least one state has
$$Z>0.$$

**Solution.** Every term $e^{-bE(a)}$ is positive, and there is at least one term. In Lean, `[Nonempty α]` supplies that term.

```lean
/-- The partition function of a system with at least one state is positive. -/
theorem partitionFn_pos [Nonempty α] (b : ℝ) (E : α → ℝ) : 0 < partitionFn b E :=
  Finset.sum_pos (fun _ _ => Real.exp_pos _) Finset.univ_nonempty
```

## (b) Normalisation

Show that the Gibbs weights of such a system satisfy
$$\sum_a p(a)=1.$$

**Solution.** The denominator is common to all terms, so the sum is $\bigl(\sum_a e^{-bE(a)}\bigr)/Z=Z/Z=1$, where $Z\neq0$ by (a).

```lean
/-- The Gibbs weights of a system with at least one state sum to one. -/
theorem sum_gibbsWeight [Nonempty α] (b : ℝ) (E : α → ℝ) :
    ∑ a, gibbsWeight b E a = 1 := by
  simp only [gibbsWeight]
  rw [← Finset.sum_div]
  exact div_self (partitionFn_pos b E).ne'
```

## (c) Entropy from the partition function and the mean energy

Show that, for a system with at least one state,
$$S=\log Z+bU.$$

**Solution.** Taking the logarithm of the weight gives $\log p(a)=-bE(a)-\log Z$. Hence
$$S=\sum_a p(a)\bigl(\log Z+bE(a)\bigr)=\log Z\sum_a p(a)+b\sum_a p(a)E(a),$$
and the first sum is 1 by (b). The step `hlog` is the formula for $\log p(a)$, and the `calc` block follows the display.

```lean
/-- The entropy, the partition function and the mean energy obey `S = log Z + b U`. -/
theorem entropy_eq [Nonempty α] (b : ℝ) (E : α → ℝ) :
    entropy b E = Real.log (partitionFn b E) + b * meanEnergy b E := by
  have hlog : ∀ a, Real.log (gibbsWeight b E a)
      = -b * E a - Real.log (partitionFn b E) := by
    intro a
    rw [gibbsWeight, Real.log_div (Real.exp_ne_zero _) (partitionFn_pos b E).ne',
      Real.log_exp]
  calc entropy b E
      = ∑ a, (gibbsWeight b E a * Real.log (partitionFn b E)
          + b * (gibbsWeight b E a * E a)) := by
        simp only [entropy, hlog]
        rw [← Finset.sum_neg_distrib]
        refine Finset.sum_congr rfl fun a _ => ?_
        ring
    _ = Real.log (partitionFn b E) + b * meanEnergy b E := by
        rw [Finset.sum_add_distrib, ← Finset.sum_mul, ← Finset.mul_sum,
          sum_gibbsWeight, one_mul]
        rfl
```

## (d) The partition function of the whole

Now let $i$ run over a finite index set $\iota$ of subsystems. Subsystem $i$ has state set $\sigma_i$ and energies $E_i$, and the subsystems may all differ. A configuration $s$ picks a state $s_i\in\sigma_i$ for each $i$; in Lean it is a dependent function `s : ∀ i, σ i`. Its energy is $E_{\rm tot}(s)=\sum_i E_i(s_i)$. This sum contains no coupling term, which is the physical assumption of no interaction. Every combination of subsystem states counts as one configuration, so identical fermions or bosons that share one set of orbitals cannot be taken as the subsystems.

```lean
variable {ι : Type*} [Fintype ι] {σ : ι → Type*}

/-- The energy of a configuration of subsystems without interaction: the sum of the
subsystem energies. -/
def totalEnergy (E : ∀ i, σ i → ℝ) (s : ∀ i, σ i) : ℝ := ∑ i, E i (s i)
```

A subscript $i$ marks quantities of subsystem $i$, and "tot" those of the whole, all at the same $b$. Show that
$$Z_{\rm tot}=\prod_i Z_i.$$

**Solution.** The exponential of a sum is a product, and a sum over all configurations of such products is an expanded product of sums:
$$\sum_s e^{-b\sum_iE_i(s_i)}=\sum_s\prod_i e^{-bE_i(s_i)}=\prod_i\sum_{a\in\sigma_i}e^{-bE_i(a)}.$$

The second equality is the step on which the proof turns. Expanding $(x_1+x_2)(y_1+y_2)$ gives one term for each way of choosing an $x$ and a $y$. Mathlib's `Finset.prod_univ_sum` states this for any finite number of factors, and a choice of one term per factor is exactly a dependent function. The lemma writes the set of choices as a `piFinset`, and `Fintype.piFinset_univ` identifies it with the set of all configurations. The two sums can then be compared term by term.

```lean
variable [DecidableEq ι] [∀ i, Fintype (σ i)]

/-- The partition function of the whole is the product of the subsystem partition
functions. -/
theorem partitionFn_total (b : ℝ) (E : ∀ i, σ i → ℝ) :
    partitionFn b (totalEnergy E) = ∏ i, partitionFn b (E i) := by
  simp only [partitionFn, totalEnergy]
  -- a product of sums is a sum over configurations of products
  rw [Finset.prod_univ_sum, Fintype.piFinset_univ]
  refine Finset.sum_congr rfl fun s _ => ?_
  rw [← Real.exp_sum, Finset.mul_sum]
```

For a molecule whose electronic, vibrational and rotational energies are taken as additive, with each spectrum cut to finitely many states independent of the others, this is the familiar product of partition functions.

## (e) The weight of a configuration

Show that the subsystems are statistically independent:
$$p_{\rm tot}(s)=\prod_i p_i(s_i).$$

**Solution.** Factorise the numerator as in (d) and the denominator by (d):
$$\frac{e^{-b\sum_iE_i(s_i)}}{Z_{\rm tot}}=\frac{\prod_i e^{-bE_i(s_i)}}{\prod_i Z_i}=\prod_i\frac{e^{-bE_i(s_i)}}{Z_i}.$$

```lean
/-- The Gibbs weight of a configuration is the product of the subsystem Gibbs weights. -/
theorem gibbsWeight_total (b : ℝ) (E : ∀ i, σ i → ℝ) (s : ∀ i, σ i) :
    gibbsWeight b (totalEnergy E) s = ∏ i, gibbsWeight b (E i) (s i) := by
  simp only [gibbsWeight]
  rw [partitionFn_total, totalEnergy, Finset.prod_div_distrib, ← Real.exp_sum,
    ← Finset.mul_sum]
```

## (f) Averages of products

Let $f_i$ be an observable of subsystem $i$. Show that
$$\Bigl\langle\prod_i f_i(s_i)\Bigr\rangle_{\rm tot}=\prod_i\langle f_i\rangle_i.$$

**Solution.** By (e), the left side is $\sum_s\prod_i p_i(s_i)f_i(s_i)$. The expansion used in (d), read backwards, turns it into $\prod_i\sum_{a\in\sigma_i}p_i(a)f_i(a)$.

```lean
/-- The thermal average of a product of observables, one for each subsystem, is the product
of their thermal averages. -/
theorem gibbsMean_prod (b : ℝ) (E f : ∀ i, σ i → ℝ) :
    gibbsMean b (totalEnergy E) (fun s => ∏ i, f i (s i))
      = ∏ i, gibbsMean b (E i) (f i) := by
  simp only [gibbsMean]
  rw [Finset.prod_univ_sum, Fintype.piFinset_univ]
  refine Finset.sum_congr rfl fun s _ => ?_
  rw [gibbsWeight_total, Finset.prod_mul_distrib]
```

## (g) An observable of one subsystem

Let every subsystem have at least one state. Fix $i$ and let $f$ be an observable of subsystem $i$. Show that the rest of the system does not affect its average:
$$\langle f(s_i)\rangle_{\rm tot}=\langle f\rangle_i.$$

**Solution.** Put $g_i=f$ and $g_j=1$ for $j\neq i$. Then $\prod_j g_j(s_j)=f(s_i)$, and (f) gives
$$\langle f(s_i)\rangle_{\rm tot}=\langle f\rangle_i\prod_{j\neq i}\langle1\rangle_j=\langle f\rangle_i,$$
since $\langle1\rangle_j=1$ by (b).

In Lean, `Function.update` builds $g$ by changing the constant family 1 at the single index $i$. `Finset.prod_eq_single` is used twice to drop factors equal to 1, once for the observables and once for their averages.

```lean
/-- An observable of a single subsystem has the same thermal average in the whole system as in that
subsystem alone, provided every subsystem has at least one state. -/
theorem gibbsMean_local [∀ i, Nonempty (σ i)] (b : ℝ) (E : ∀ i, σ i → ℝ) (i : ι)
    (f : σ i → ℝ) :
    gibbsMean b (totalEnergy E) (fun s => f (s i)) = gibbsMean b (E i) f := by
  -- take `f` on subsystem `i` and the constant 1 on all others
  obtain ⟨g, hgi, hg⟩ : ∃ g : ∀ j, σ j → ℝ, g i = f ∧ ∀ j, j ≠ i → g j = fun _ => 1 :=
    ⟨Function.update (fun _ _ => 1) i f, Function.update_self _ _ _,
      fun j hj => Function.update_of_ne hj _ _⟩
  have hl : ∀ s : ∀ j, σ j, ∏ j, g j (s j) = f (s i) := by
    intro s
    rw [Finset.prod_eq_single i]
    · rw [hgi]
    · intro j _ hj
      rw [hg j hj]
    · intro hi
      exact absurd (Finset.mem_univ i) hi
  have h := gibbsMean_prod b E g
  simp only [hl] at h
  rw [h, Finset.prod_eq_single i]
  · rw [hgi]
  · intro j _ hj
    rw [hg j hj]
    simp only [gibbsMean, mul_one]
    exact sum_gibbsWeight b (E j)
  · intro hi
    exact absurd (Finset.mem_univ i) hi
```

## (h) Mean energy and entropy of the whole

Again let every subsystem have at least one state. Show that
$$U_{\rm tot}=\sum_i U_i,\qquad S_{\rm tot}=\sum_i S_i.$$

**Solution.** Exchange the two finite sums and apply (g) to each $E_i$:
$$U_{\rm tot}=\sum_s p_{\rm tot}(s)\sum_iE_i(s_i)=\sum_i\langle E_i(s_i)\rangle_{\rm tot}=\sum_iU_i.$$
For the entropy, use (c) for the whole, then (d), then (c) for each subsystem:
$$S_{\rm tot}=\log\prod_iZ_i+b\sum_iU_i=\sum_i(\log Z_i+bU_i)=\sum_iS_i.$$
The logarithm splits because each $Z_i$ is nonzero by (a).

The theorem joins these two equations to those of (d) and (e). Its hypotheses are finiteness, nonempty state sets and the additive energy built into `totalEnergy`; `b` is any real number.

```lean
/-- For finitely many subsystems without interaction, each with at least one state, and any real
`b`, the partition function and the Gibbs weights factorise, and the mean energy and the entropy are
additive. -/
theorem independent_subsystems [∀ i, Nonempty (σ i)] (b : ℝ) (E : ∀ i, σ i → ℝ) :
    partitionFn b (totalEnergy E) = ∏ i, partitionFn b (E i) ∧
    (∀ s, gibbsWeight b (totalEnergy E) s = ∏ i, gibbsWeight b (E i) (s i)) ∧
    meanEnergy b (totalEnergy E) = ∑ i, meanEnergy b (E i) ∧
    entropy b (totalEnergy E) = ∑ i, entropy b (E i) := by
  have hU : meanEnergy b (totalEnergy E) = ∑ i, meanEnergy b (E i) := by
    calc meanEnergy b (totalEnergy E)
        = ∑ i, gibbsMean b (totalEnergy E) (fun s => E i (s i)) := by
          simp only [meanEnergy, gibbsMean]
          rw [Finset.sum_comm]
          refine Finset.sum_congr rfl fun s _ => ?_
          rw [totalEnergy, Finset.mul_sum]
      _ = ∑ i, meanEnergy b (E i) :=
          Finset.sum_congr rfl fun i _ => gibbsMean_local b E i (E i)
  refine ⟨partitionFn_total b E, gibbsWeight_total b E, hU, ?_⟩
  -- the logarithm turns the product of partition functions into a sum
  rw [entropy_eq, hU, partitionFn_total, Real.log_prod]
  · rw [Finset.mul_sum, ← Finset.sum_add_distrib]
    exact Finset.sum_congr rfl fun i _ => (entropy_eq b (E i)).symm
  · intro i _
    exact (partitionFn_pos b (E i)).ne'
```

## (i) Identical copies

Take $N$ copies of one system that has at least one state, with partition function $Z$, mean energy $U$ and entropy $S$. Show that
$$Z_{\rm tot}=Z^N,\qquad U_{\rm tot}=NU,\qquad S_{\rm tot}=NS.$$

**Solution.** In (d) and (h) all factors and all summands are now equal, and there are $N$ of them. Lean labels the copies by `Fin N` and counts them with `Fintype.card_fin`.

The copies are distinguishable, like spins fixed to lattice sites: exchanging the states of two copies, when these differ, gives a new configuration. There is no factor $1/N!$ and no Bose or Fermi symmetry.

The smallest case is $N=0$. There is then exactly one configuration, the empty one, with energy 0 and weight 1. So $Z_{\rm tot}=1$ and $U_{\rm tot}=S_{\rm tot}=0$, as the formulas say.

```lean
/-- For `N` identical, distinguishable subsystems without interaction, the partition function
is the `N`-th power of that of one subsystem, and mean energy and entropy are `N` times those
of one subsystem. -/
theorem identical_subsystems [Nonempty α] (N : ℕ) (b : ℝ) (E : α → ℝ) :
    partitionFn b (totalEnergy (σ := fun _ : Fin N => α) (fun _ => E))
      = partitionFn b E ^ N ∧
    meanEnergy b (totalEnergy (σ := fun _ : Fin N => α) (fun _ => E))
      = N * meanEnergy b E ∧
    entropy b (totalEnergy (σ := fun _ : Fin N => α) (fun _ => E))
      = N * entropy b E := by
  obtain ⟨hZ, -, hU, hS⟩ :=
    independent_subsystems (σ := fun _ : Fin N => α) b (fun _ => E)
  refine ⟨?_, ?_, ?_⟩
  · rw [hZ, Finset.prod_const, Finset.card_univ, Fintype.card_fin]
  · rw [hU, Finset.sum_const, Finset.card_univ, Fintype.card_fin, nsmul_eq_mul]
  · rw [hS, Finset.sum_const, Finset.card_univ, Fintype.card_fin, nsmul_eq_mul]

end

end IndependentSubsystems
```

```lean
#print axioms IndependentSubsystems.independent_subsystems
-- 'IndependentSubsystems.independent_subsystems' depends on axioms: [propext, Classical.choice, Quot.sound]
#print axioms IndependentSubsystems.identical_subsystems
-- 'IndependentSubsystems.identical_subsystems' depends on axioms: [propext, Classical.choice, Quot.sound]
```
